# Zero electric-dipole K-edge circular dichroism for spin-diagonal, real symmetric final-state Hamiltonians

Take the orbitals $p_x,p_y$ for one spin, with a real symmetric $2\times2$ Hamiltonian $H$ and resolvent $G=(z-H)^{-1}$ at non-real $z$. The dipole vectors $(1,\pm i)$ give the amplitudes $G_{xx}+G_{yy}\pm i(G_{xy}-G_{yx})$, and these are equal because $G$ is symmetric.

In Lean 4 with Mathlib:

```lean
import Mathlib

open Matrix Complex

namespace KEdgeDichroism

noncomputable section

variable {n : Type*} [Fintype n] [DecidableEq n]

/-- A real vector of dipole matrix elements, regarded as a complex vector. -/
def cvec {m : Type*} (x : m → ℝ) : m → ℂ := fun i => (x i : ℂ)

/-- The circular dipole vector `x + i h y`; the two helicities are `h = 1` and `h = -1`. -/
def dipole {m : Type*} (x y : m → ℝ) (h : ℝ) : m → ℂ := cvec x + ((h : ℂ) * I) • cvec y

/-- The resolvent `(z - H)⁻¹` of the final-state Hamiltonian. -/
def green (H : Matrix n n ℂ) (z : ℂ) : Matrix n n ℂ := (z • (1 : Matrix n n ℂ) - H)⁻¹

/-- The absorption amplitude `⟨d, (z - H)⁻¹ d⟩`. -/
def amplitude (H : Matrix n n ℂ) (z : ℂ) (d : n → ℂ) : ℂ := star d ⬝ᵥ (green H z *ᵥ d)

/-- A Hamiltonian that does not mix spin up (first block) and spin down (second block). -/
def spinBlocks (A B : Matrix n n ℂ) : Matrix (n ⊕ n) (n ⊕ n) ℂ := fromBlocks A 0 0 B

/-- The state reached when a spin-up core electron is excited. -/
def up {m : Type*} (d : m → ℂ) : m ⊕ m → ℂ := Sum.elim d 0

/-- The state reached when a spin-down core electron is excited. -/
def down {m : Type*} (d : m → ℂ) : m ⊕ m → ℂ := Sum.elim 0 d

/-- K-edge absorption: `-1/π` times the imaginary part of the amplitude summed over the spin
of the core electron. -/
def absorption (H : Matrix (n ⊕ n) (n ⊕ n) ℂ) (z : ℂ) (d : n → ℂ) : ℝ :=
  -(1 / Real.pi) * (amplitude H z (up d) + amplitude H z (down d)).im

/-- Circular dichroism: the difference of the absorption for the two helicities. -/
def dichroism (H : Matrix (n ⊕ n) (n ⊕ n) ℂ) (z : ℂ) (x y : n → ℝ) : ℝ :=
  absorption H z (dipole x y 1) - absorption H z (dipole x y (-1))

open scoped ComplexOrder in
/-- For a Hermitian Hamiltonian `z - H` is invertible at every non-real `z`. -/
theorem resolvent_exists {H : Matrix n n ℂ} (hH : H.IsHermitian) {z : ℂ} (hz : z.im ≠ 0) :
    IsUnit (z • (1 : Matrix n n ℂ) - H).det := by
  rw [isUnit_iff_ne_zero]
  intro h0
  obtain ⟨v, hv, hMv⟩ := Matrix.exists_mulVec_eq_zero_iff.mpr h0
  have hHv : H *ᵥ v = z • v := by
    rw [Matrix.sub_mulVec, Matrix.smul_mulVec, Matrix.one_mulVec, sub_eq_zero] at hMv
    exact hMv.symm
  -- the expectation value of `H` is evaluated to the right and to the left
  have h1 : star v ⬝ᵥ (H *ᵥ v) = z * (star v ⬝ᵥ v) := by
    rw [hHv, dotProduct_smul, smul_eq_mul]
  have h2 : star v ⬝ᵥ (H *ᵥ v) = star z * (star v ⬝ᵥ v) := by
    have h3 : star v ᵥ* H = star (H *ᵥ v) := by
      rw [Matrix.star_mulVec, hH.eq]
    rw [Matrix.dotProduct_mulVec, h3, hHv, star_smul, smul_dotProduct, smul_eq_mul]
  have hn : star v ⬝ᵥ v ≠ 0 := fun h => hv (dotProduct_star_self_eq_zero.mp h)
  have h4 : z = star z := mul_right_cancel₀ hn (h1.symm.trans h2)
  have h5 := congrArg Complex.im h4
  rw [Complex.star_def, Complex.conj_im] at h5
  exact hz (by linarith)

/-- The amplitude for `h` minus the amplitude for `-h` is `2 i h` times `xᵀ G y - yᵀ G x`, where `G`
is `green H z`. -/
theorem amplitude_sub (H : Matrix n n ℂ) (z : ℂ) (x y : n → ℝ) (h : ℝ) :
    amplitude H z (dipole x y h) - amplitude H z (dipole x y (-h)) =
      2 * h * I * (cvec x ⬝ᵥ (green H z *ᵥ cvec y) - cvec y ⬝ᵥ (green H z *ᵥ cvec x)) := by
  have hs : ∀ k : ℝ, star (dipole x y k) = cvec x - ((k : ℂ) * I) • cvec y := by
    intro k
    ext i
    simp [dipole, cvec, sub_eq_add_neg]
  unfold amplitude
  rw [hs, hs]
  simp only [dipole, Matrix.mulVec_add, Matrix.mulVec_smul, sub_dotProduct, dotProduct_add,
    smul_dotProduct, dotProduct_smul, smul_eq_mul]
  push_cast
  ring

/-- If the Hamiltonian equals its transpose, opposite helicities have equal amplitudes. -/
theorem amplitude_eq_of_symm {H : Matrix n n ℂ} (hH : Hᵀ = H) (z : ℂ) (x y : n → ℝ) (h : ℝ) :
    amplitude H z (dipole x y h) = amplitude H z (dipole x y (-h)) := by
  have hG : (green H z)ᵀ = green H z := by
    rw [green, Matrix.transpose_nonsing_inv, Matrix.transpose_sub, Matrix.transpose_smul,
      Matrix.transpose_one, hH]
  -- reciprocity of the resolvent
  have hr : cvec x ⬝ᵥ (green H z *ᵥ cvec y) = cvec y ⬝ᵥ (green H z *ᵥ cvec x) := by
    have h1 : cvec x ᵥ* green H z = green H z *ᵥ cvec x := by
      conv_lhs => rw [← hG]
      exact Matrix.vecMul_transpose _ _
    rw [Matrix.dotProduct_mulVec, h1, dotProduct_comm]
  rw [← sub_eq_zero, amplitude_sub, hr, sub_self, mul_zero]

/-- Without spin-orbit coupling in the final state, with any real symmetric Hamiltonians for the
two spins, the resolvent exists at every non-real `z`, both helicities have equal amplitudes in
each spin channel, and the K-edge circular dichroism is zero. -/
theorem kEdge_dichroism_eq_zero {Hup Hdn : Matrix n n ℝ} (hup : Hup.IsSymm) (hdn : Hdn.IsSymm)
    (x y : n → ℝ) {z : ℂ} (hz : z.im ≠ 0) :
    let H := spinBlocks (Hup.map Complex.ofReal) (Hdn.map Complex.ofReal)
    IsUnit (z • (1 : Matrix (n ⊕ n) (n ⊕ n) ℂ) - H).det ∧
      amplitude H z (up (dipole x y 1)) = amplitude H z (up (dipole x y (-1))) ∧
      amplitude H z (down (dipole x y 1)) = amplitude H z (down (dipole x y (-1))) ∧
      dichroism H z x y = 0 := by
  intro H
  have hT : Hᵀ = H := by
    ext i j
    rcases i with i | i <;> rcases j with j | j <;>
      simp [H, spinBlocks, hup.apply i j, hdn.apply i j]
  have hC : H.IsHermitian := by
    ext i j
    rcases i with i | i <;> rcases j with j | j <;>
      simp [H, spinBlocks, Matrix.conjTranspose_apply, hup.apply i j, hdn.apply i j]
  -- each spin channel has a circular dipole vector on the doubled space
  have eu : ∀ k : ℝ, up (dipole x y k) = dipole (Sum.elim x 0) (Sum.elim y 0) k := by
    intro k
    ext i
    rcases i with i | i <;> simp [up, dipole, cvec]
  have ed : ∀ k : ℝ, down (dipole x y k) = dipole (Sum.elim 0 x) (Sum.elim 0 y) k := by
    intro k
    ext i
    rcases i with i | i <;> simp [down, dipole, cvec]
  have h1 : amplitude H z (up (dipole x y 1)) = amplitude H z (up (dipole x y (-1))) := by
    rw [eu, eu]
    exact amplitude_eq_of_symm hT z _ _ 1
  have h2 : amplitude H z (down (dipole x y 1)) = amplitude H z (down (dipole x y (-1))) := by
    rw [ed, ed]
    exact amplitude_eq_of_symm hT z _ _ 1
  exact ⟨resolvent_exists hC hz, h1, h2, by rw [dichroism, absorption, absorption, h1, h2, sub_self]⟩

/-- For a Hermitian Hamiltonian and one non-real `z`, the two helicities have equal amplitudes for
all real dipole vectors exactly when the Hamiltonian equals its transpose. -/
theorem amplitude_eq_iff_symm {H : Matrix n n ℂ} (hH : H.IsHermitian) {z : ℂ} (hz : z.im ≠ 0) :
    (∀ x y : n → ℝ, amplitude H z (dipole x y 1) = amplitude H z (dipole x y (-1))) ↔
      Hᵀ = H := by
  refine ⟨fun h => ?_, fun h x y => amplitude_eq_of_symm h z x y 1⟩
  have hc : ∀ i : n, cvec (Pi.single i (1 : ℝ)) = Pi.single i (1 : ℂ) := by
    intro i
    ext k
    by_cases hk : k = i <;> simp [cvec, hk]
  -- unit dipole vectors read off the matrix elements of the resolvent
  have hG : (green H z)ᵀ = green H z := by
    ext i j
    have h1 := amplitude_sub H z (Pi.single j 1) (Pi.single i 1) 1
    rw [h, sub_self, hc, hc] at h1
    have h2 : (2 * ((1 : ℝ) : ℂ) * I) ≠ 0 := by simp
    have h3 := (mul_eq_zero.mp h1.symm).resolve_left h2
    simpa [sub_eq_zero] using h3
  have hM : (z • (1 : Matrix n n ℂ) - H)ᵀ = z • (1 : Matrix n n ℂ) - H := by
    rw [← Matrix.nonsing_inv_nonsing_inv _ (resolvent_exists hH hz),
      Matrix.transpose_nonsing_inv]
    exact congrArg (fun A : Matrix n n ℂ => A⁻¹) hG
  rw [Matrix.transpose_sub, Matrix.transpose_smul, Matrix.transpose_one] at hM
  exact sub_right_inj.mp hM

/-- If `z - H` is invertible and the dipole vector `d` satisfies `H d = e d`, the amplitude times `z
- e` is the squared norm of the dipole vector. -/
theorem amplitude_eigen {H : Matrix n n ℂ} {z e : ℂ} {d : n → ℂ}
    (hu : IsUnit (z • (1 : Matrix n n ℂ) - H).det) (hd : H *ᵥ d = e • d) :
    amplitude H z d * (z - e) = star d ⬝ᵥ d := by
  have hM : (z • (1 : Matrix n n ℂ) - H) *ᵥ d = (z - e) • d := by
    rw [Matrix.sub_mulVec, Matrix.smul_mulVec, Matrix.one_mulVec, hd, sub_smul]
  have hG : (z - e) • (green H z *ᵥ d) = d := by
    rw [← Matrix.mulVec_smul, ← hM, Matrix.mulVec_mulVec, green, Matrix.nonsing_inv_mul _ hu,
      Matrix.one_mulVec]
  calc amplitude H z d * (z - e) = star d ⬝ᵥ ((z - e) • (green H z *ᵥ d)) := by
        rw [dotProduct_smul, smul_eq_mul, mul_comm, amplitude]
    _ = star d ⬝ᵥ d := by rw [hG]

/-- Spin-up block of a `p_x, p_y` shell: exchange shift `Δ` plus `ζ` times the orbital `L_z`. -/
def shell (Δ ζ : ℝ) : Matrix (Fin 2) (Fin 2) ℂ := !![(Δ : ℂ), -(ζ * I); ζ * I, (Δ : ℂ)]

/-- The `p_x, p_y` shell with exchange and diagonal spin-orbit coupling, both of which change
sign with the spin. -/
def model (Δ ζ : ℝ) : Matrix (Fin 2 ⊕ Fin 2) (Fin 2 ⊕ Fin 2) ℂ :=
  spinBlocks (shell Δ ζ) (-shell Δ ζ)

/-- Absorption of the model shell at `z = iΓ` for helicity `h = ±1`. -/
theorem model_absorption (Δ ζ : ℝ) {Γ h : ℝ} (hΓ : Γ ≠ 0) (hh : h * h = 1) :
    absorption (model Δ ζ) (Γ * I) (dipole ![1, 0] ![0, 1] h) =
      4 * Γ / (Real.pi * (Γ ^ 2 + (Δ + h * ζ) ^ 2)) := by
  have hhC : (h : ℂ) * h = 1 := by exact_mod_cast hh
  have hH : (model Δ ζ).IsHermitian := by
    ext i j
    rcases i with i | i <;> rcases j with j | j <;> fin_cases i <;> fin_cases j <;>
      simp [model, spinBlocks, shell, Matrix.conjTranspose_apply]
  have hu := resolvent_exists hH (z := Γ * I) (by simpa using hΓ)
  obtain ⟨s, hs⟩ : ∃ s : ℝ, s = Δ + h * ζ := ⟨_, rfl⟩
  -- the circular orbital diagonalises the shell
  have hM : shell Δ ζ *ᵥ dipole ![1, 0] ![0, 1] h = (s : ℂ) • dipole ![1, 0] ![0, 1] h := by
    rw [hs]
    ext i
    fin_cases i
    · simp [shell, dipole, cvec, Matrix.mulVec, dotProduct, Fin.sum_univ_two]
      linear_combination (-(ζ : ℂ) * h) * I_sq
    · simp [shell, dipole, cvec, Matrix.mulVec, dotProduct, Fin.sum_univ_two]
      linear_combination (-(ζ : ℂ) * I) * hhC
  have hU : model Δ ζ *ᵥ up (dipole ![1, 0] ![0, 1] h) =
      (s : ℂ) • up (dipole ![1, 0] ![0, 1] h) := by
    ext i
    rcases i with i | i <;> simp [model, spinBlocks, up, Matrix.fromBlocks_mulVec, hM]
  have hD : model Δ ζ *ᵥ down (dipole ![1, 0] ![0, 1] h) =
      (-(s : ℂ)) • down (dipole ![1, 0] ![0, 1] h) := by
    ext i
    rcases i with i | i <;>
      simp [model, spinBlocks, down, Matrix.fromBlocks_mulVec, Matrix.neg_mulVec, hM]
  have nU : star (up (dipole ![1, 0] ![0, 1] h)) ⬝ᵥ up (dipole ![1, 0] ![0, 1] h) = 2 := by
    simp [up, dipole, cvec, dotProduct, Fintype.sum_sum_type, Fin.sum_univ_two]
    linear_combination (-(h : ℂ) ^ 2) * I_sq + hhC
  have nD : star (down (dipole ![1, 0] ![0, 1] h)) ⬝ᵥ down (dipole ![1, 0] ![0, 1] h) = 2 := by
    simp [down, dipole, cvec, dotProduct, Fintype.sum_sum_type, Fin.sum_univ_two]
    linear_combination (-(h : ℂ) ^ 2) * I_sq + hhC
  have aU := amplitude_eigen hu hU
  have aD := amplitude_eigen hu hD
  rw [nU] at aU
  rw [nD] at aD
  have hr : Γ ^ 2 + s ^ 2 ≠ 0 := by positivity
  have hrC : ((Γ ^ 2 + s ^ 2 : ℝ) : ℂ) ≠ 0 := by exact_mod_cast hr
  -- the two poles at `s` and `-s` add up to a purely imaginary amplitude
  have hsum : amplitude (model Δ ζ) (Γ * I) (up (dipole ![1, 0] ![0, 1] h)) +
      amplitude (model Δ ζ) (Γ * I) (down (dipole ![1, 0] ![0, 1] h)) =
      ((-(4 * Γ / (Γ ^ 2 + s ^ 2)) : ℝ) : ℂ) * I := by
    apply mul_right_cancel₀ hrC
    have e1 : ((-(4 * Γ / (Γ ^ 2 + s ^ 2)) : ℝ) : ℂ) * ((Γ ^ 2 + s ^ 2 : ℝ) : ℂ) =
        ((-(4 * Γ) : ℝ) : ℂ) := by
      rw [← Complex.ofReal_mul, neg_mul, div_mul_cancel₀ _ hr]
    rw [mul_right_comm, e1]
    push_cast
    linear_combination (-((Γ : ℂ) * I + s)) * aU + (-((Γ : ℂ) * I - s)) * aD +
      ((Γ : ℂ) ^ 2 * (amplitude (model Δ ζ) (Γ * I) (up (dipole ![1, 0] ![0, 1] h)) +
        amplitude (model Δ ζ) (Γ * I) (down (dipole ![1, 0] ![0, 1] h)))) * I_sq
  rw [absorption, hsum, Complex.im_ofReal_mul, Complex.I_im, ← hs]
  have hp := Real.pi_ne_zero
  field_simp

/-- Closed form of the dichroism of the model shell at `z = iΓ`. -/
theorem model_dichroism (Δ ζ : ℝ) {Γ : ℝ} (hΓ : Γ ≠ 0) :
    dichroism (model Δ ζ) (Γ * I) ![1, 0] ![0, 1] =
      -(16 * Δ * ζ * Γ) /
        (Real.pi * ((Γ ^ 2 + (Δ + ζ) ^ 2) * (Γ ^ 2 + (Δ - ζ) ^ 2))) := by
  rw [dichroism, model_absorption Δ ζ hΓ (by norm_num), model_absorption Δ ζ hΓ (by norm_num),
    show Δ + 1 * ζ = Δ + ζ by ring, show Δ + -1 * ζ = Δ - ζ by ring]
  have h1 : Γ ^ 2 + (Δ + ζ) ^ 2 ≠ 0 := by positivity
  have h2 : Γ ^ 2 + (Δ - ζ) ^ 2 ≠ 0 := by positivity
  have hp := Real.pi_ne_zero
  rw [div_sub_div _ _ (mul_ne_zero hp h1) (mul_ne_zero hp h2),
    div_eq_div_iff (mul_ne_zero (mul_ne_zero hp h1) (mul_ne_zero hp h2))
      (mul_ne_zero hp (mul_ne_zero h1 h2))]
  ring

/-- At `z = iΓ` with `Γ ≠ 0` the model shell is dichroic exactly when exchange and spin-orbit
coupling are both present. -/
theorem model_dichroism_ne_zero_iff (Δ ζ : ℝ) {Γ : ℝ} (hΓ : Γ ≠ 0) :
    dichroism (model Δ ζ) (Γ * I) ![1, 0] ![0, 1] ≠ 0 ↔ Δ ≠ 0 ∧ ζ ≠ 0 := by
  rw [model_dichroism Δ ζ hΓ, div_ne_zero_iff]
  constructor
  · rintro ⟨h, _⟩
    exact ⟨fun h0 => h (by rw [h0]; ring), fun h0 => h (by rw [h0]; ring)⟩
  · rintro ⟨h1, h2⟩
    have h3 : Γ ^ 2 + (Δ + ζ) ^ 2 ≠ 0 := by positivity
    have h4 : Γ ^ 2 + (Δ - ζ) ^ 2 ≠ 0 := by positivity
    exact ⟨neg_ne_zero.mpr (mul_ne_zero (mul_ne_zero (mul_ne_zero (by norm_num) h1) h2) hΓ),
      mul_ne_zero Real.pi_ne_zero (mul_ne_zero h3 h4)⟩

end

end KEdgeDichroism
```

```lean
#print axioms KEdgeDichroism.kEdge_dichroism_eq_zero
#print axioms KEdgeDichroism.amplitude_eq_iff_symm
#print axioms KEdgeDichroism.model_dichroism_ne_zero_iff
```

```
'KEdgeDichroism.kEdge_dichroism_eq_zero' depends on axioms: [propext, Classical.choice, Quot.sound]
'KEdgeDichroism.amplitude_eq_iff_symm' depends on axioms: [propext, Classical.choice, Quot.sound]
'KEdgeDichroism.model_dichroism_ne_zero_iff' depends on axioms: [propext, Classical.choice, Quot.sound]
```

## Equal amplitudes in each spin channel

The theorem `kEdge_dichroism_eq_zero` takes a finite set `n` of orbitals, two real symmetric matrices `Hup` and `Hdn`, real dipole vectors `x` and `y`, and a complex $z$ with non-zero imaginary part. `spinBlocks` places the two matrices on the diagonal of a Hamiltonian $H$ on `n ⊕ n`, the spin-orbitals. The theorem states that

- $z-H$ is invertible;
- $d_+=x+iy$ and $d_-=x-iy$ give the same amplitude $\langle d,(z-H)^{-1}d\rangle$ for spin up, and likewise for spin down;
- `dichroism`, the difference of the two absorptions, is zero.

Nothing relates `Hup` to `Hdn`, so the exchange splitting is arbitrary.

## The physics in the hypotheses

Block diagonality means that no term flips the spin. Real symmetric blocks, in a basis of real orbitals, mean that nothing acts on the orbital motion like a magnetic field: there is no spin-orbit coupling, not even its spin-diagonal part $L_z\sigma_z$.

The core level is a 1s state, labelled only by its spin. `absorption` adds the amplitudes for both core spins and takes $-\mathrm{Im}/\pi$, the usual sign for $z=E+i\Gamma$ with broadening $\Gamma>0$. Both spins share the same $x$, $y$ and $z$, so any exchange splitting of the core level is neglected, and photon-energy prefactors are omitted. There is no occupation factor either: every eigenstate of $H$ counts as an empty final state.

The real vectors $x$ and $y$ hold the electric-dipole matrix elements between the 1s state and the real orbitals for two perpendicular linear polarisations, so $x\pm iy$ belongs to circularly polarised light; quadrupole terms are left out. Within this finite, non-interacting model, a K-edge dichroism signal requires more than exchange splitting in the final state.

## Reciprocity of the resolvent

**Existence.** If $z-H$ were singular, some $v\neq0$ would satisfy $Hv=zv$. For Hermitian $H$, evaluating $\langle v,Hv\rangle$ to the right and to the left gives $z\langle v,v\rangle=\bar z\langle v,v\rangle$, so $z$ would be real. This is `resolvent_exists`.

**Helicity difference.** For $d_h=x+ihy$ with real $h$,
$$\langle d_h,Gd_h\rangle=x^TGx+h^2\,y^TGy+ih\,(x^TGy-y^TGx).$$
Subtracting the same expression for $-h$ leaves $2ih(x^TGy-y^TGx)$, which is `amplitude_sub`.

**Symmetry.** If $H^T=H$, then $(z-H)^T=z-H$, and the inverse is symmetric too. A number equals its own transpose, so $x^TGy=y^TG^Tx=y^TGx$ and the difference vanishes. This is `amplitude_eq_of_symm`.

The main proof checks that the doubled Hamiltonian is symmetric (`hT`) and Hermitian (`hC`). The steps `eu` and `ed` pad $x$ and $y$ with zeros in the other spin block, which turns each channel into a circular dipole problem on the doubled space.

The converse, `amplitude_eq_iff_symm`, concerns a single Hermitian matrix. If the helicities agree for all real $x,y$ at one non-real $z$, unit vectors give $G_{ij}=G_{ji}$, and inverting again gives $H^T=H$.

## A shell with exchange and spin-orbit coupling

In `model`, the spin-up block is
$$\begin{pmatrix}\Delta&-i\zeta\\ i\zeta&\Delta\end{pmatrix}$$
and the spin-down block is its negative, so the exchange splitting is $2\Delta$. For $h=\pm1$ the vector $(1,ih)$ is an eigenvector with energy $s=\Delta+h\zeta$ for spin up and $-s$ for spin down. Its squared norm is 2, so by `amplitude_eigen` the amplitudes at $z=i\Gamma$ add up to
$$\frac{2}{i\Gamma-s}+\frac{2}{i\Gamma+s}=-\frac{4i\Gamma}{\Gamma^2+s^2}.$$
The absorption is therefore $4\Gamma/[\pi(\Gamma^2+s^2)]$, and subtracting the two helicities gives
$$-\frac{16\,\Delta\zeta\Gamma}{\pi\,[\Gamma^2+(\Delta+\zeta)^2][\Gamma^2+(\Delta-\zeta)^2]}.$$
Normalised vectors $(1,\pm i)/\sqrt2$ halve both values. For $\Gamma\neq0$ the dichroism at this point is non-zero exactly when $\Delta$ and $\zeta$ both are. With $\zeta=0$ the two helicities have equal amplitudes in each spin channel. With $\Delta=0$ and $\zeta\neq0$ the amplitudes in a channel differ, but reversing the helicity only swaps the amplitudes of the two spin channels, so their sum, and with it the absorption, is the same for both helicities.

## In a spectrum calculation

In an orthonormal basis, a code can solve $(z-H_s)u=d_\pm$ for each spin $s$ at $z=E+i\Gamma$ and evaluate $\langle d_\pm,u\rangle$. With spin-orbit coupling switched off and the hypotheses above met, the two helicities should agree up to solver and rounding error. In a basis of complex spherical harmonics the matrix need not look symmetric, but the amplitudes are unchanged if $H_s$ and $d_\pm$ are transformed by the same unitary matrix.
